# Fewer than 2Z electrons in a radial Thomas–Fermi–Weizsäcker atom with nonpositive chemical potential

A radial orbital-free solver on a finite grid can converge for an electron number that the nucleus cannot hold, because the outer boundary keeps the electrons in. Such a run can be mistaken for a stable anion; a bound on the electron number exposes some of these cases.

## The bound N < 2Z

In Hartree atomic units, let the spherical density be ρ = u²/(4πr²), with u and u' continuous for r ≥ 0, u(0) = 0 and

u''/2 = (W − Z/r + U + e) u for r > 0.

Here Z is the nuclear charge, −e is the chemical potential, and W is a local potential. The electron number N and the electrostatic potential U are

N = ∫₀^∞ u(s)² ds,
U(r) = ∫₀^∞ u(s)²/max(r,s) ds.

If N is finite, u is not identically zero, e ≥ 0, and W ≥ 0 for r > 0, then N < 2Z. When W vanishes far from the nucleus, e ≥ 0 says that, to first order, moving a little electronic charge to infinity does not lower the energy. The condition W ≥ 0 says that the local term nowhere lowers the potential felt by the electrons. The Thomas–Fermi term W = c ρ^(2/3) with c > 0 meets it; this term stands for the kinetic cost of Pauli exclusion in a uniform gas.

## Input checks and a radial diagnostic

When W ≥ 0, a code for this spherical, one-orbital model can reject a request for an isolated ion with e ≥ 0 and N ≥ 2Z. Passing the check does not show that the ion exists, and failing it rules the ion out only within this model: the real hydride ion H⁻ holds two electrons with Z = 1, so it has N = 2Z.

The derivation also supplies a diagnostic. With M(r) = ∫₀^r u(s)² ds, the charge inside r, the balance

G = r u u'/2 − u²/4 + Z M − M²/2

never decreases with r when W ≥ 0 and e ≥ 0. If, under these conditions, a computed G decreases as r grows, the orbital, its slope, the enclosed charge or the potential is inaccurate.

For a mathematical test case, not a real ion, take u = r exp(−r), Z = 5/4, e = 1/2 and W = 1/(4r) − U. Then N = 1/4, well below 2Z = 5/2. At r = 1 the slope vanishes and M = 1/4 − (5/4)exp(−2) ≈ 0.0808, so G ≈ −0.0338 + 0.1010 − 0.0033 = 0.0639. At large r, G tends to ZN − N²/2 = 9/32 ≈ 0.281.

## From a growing balance to the bound

Splitting the integral for U at s = r gives

r U(r) = M(r) + r ∫ᵣ^∞ u(s)²/s ds ≥ M(r).

Since M' = u², differentiating G gives

G' = (u u' + r u'² + r u u'')/2 − u u'/2 + Z u² − M u²
 = r u'²/2 + r u u''/2 + (Z − M) u².

The equation for u gives r u u''/2 = (rW − Z + rU + re) u². The Z terms cancel:

G' = r u'²/2 + r(W + e)u² + (rU − M)u² ≥ 0.

Also G(0) = 0. Since u(r₀) ≠ 0 for some r₀ > 0, the mean value theorem gives a radius a > 0 with u'(a) = u(r₀)/r₀ ≠ 0. If G(a + 1) were not positive, G would vanish on all of [0, a + 1], contradicting G'(a) ≥ a u'(a)²/2 > 0. So g = G(a + 1) is positive, and G ≥ g from there on.

Suppose now that N ≥ 2Z. As r grows,

Z M − M²/2 → N(2Z − N)/2 ≤ 0 < g.

Beyond some radius R, therefore, Z M − M²/2 < g ≤ G, which leaves

r u u'/2 > u²/4 ≥ 0.

Hence (u²)' = 2u u' > 0 and u² ≥ u(R)² > 0 for all r ≥ R. Over a further distance (N + 1)/u(R)², the enclosed charge grows by at least N + 1 and exceeds N, a contradiction.

## The Lean file

```lean
import Mathlib

open MeasureTheory Set Filter Topology

namespace ThomasFermiWeizsaecker

noncomputable section

/-- The electron number: the integral of `u ^ 2` over all radii. -/
def electronNumber (u : ℝ → ℝ) : ℝ := ∫ s in Ioi (0 : ℝ), u s ^ 2

/-- The electronic charge enclosed between the nucleus and the radius `r ≥ 0`. -/
def enclosed (u : ℝ → ℝ) (r : ℝ) : ℝ := ∫ s in (0 : ℝ)..r, u s ^ 2

/-- The electrostatic potential at radius `r > 0` of the radial charge density `u ^ 2`. -/
def hartree (u : ℝ → ℝ) (r : ℝ) : ℝ := ∫ s in Ioi (0 : ℝ), u s ^ 2 / max r s

/-- A square-integrable radial orbital `u` with `u 0 = 0` that is continuous for `r ≥ 0`, as is its
slope `u'`, and solves `u'' / 2 = (W - Z / r + U + e) u` for `r > 0`, where `U` is its own
electrostatic potential. -/
structure IsTFWOrbital (Z e : ℝ) (W u u' : ℝ → ℝ) : Prop where
  cont : ContinuousOn u (Ici 0)
  contSlope : ContinuousOn u' (Ici 0)
  origin : u 0 = 0
  slope : ∀ r, 0 < r → HasDerivAt u (u' r) r
  integrable : IntegrableOn (fun s => u s ^ 2) (Ioi 0)
  euler : ∀ r, 0 < r → HasDerivAt u' (2 * (W r - Z / r + hartree u r + e) * u r) r

/-- The radial balance of the equation multiplied by `r u` and integrated from the nucleus. -/
def balance (Z : ℝ) (u u' : ℝ → ℝ) (r : ℝ) : ℝ :=
  r * u r * u' r / 2 - u r ^ 2 / 4 + Z * enclosed u r - enclosed u r ^ 2 / 2

/-- The sum of the kinetic, local, chemical-potential and electrostatic terms that gives the
derivative of the balance of a solution at `r > 0`. -/
def balanceRate (e : ℝ) (W u u' : ℝ → ℝ) (r : ℝ) : ℝ :=
  r * u' r ^ 2 / 2 + r * (W r + e) * u r ^ 2 + (r * hartree u r - enclosed u r) * u r ^ 2

variable {Z e : ℝ} {W u u' : ℝ → ℝ}

lemma integrable_hartree {r : ℝ} (hr : 0 < r)
    (hu : IntegrableOn (fun s => u s ^ 2) (Ioi 0)) :
    IntegrableOn (fun s => u s ^ 2 / max r s) (Ioi 0) := by
  have hm : Measurable (fun s : ℝ => (max r s)⁻¹) := (measurable_const.max measurable_id).inv
  refine Integrable.mono' (hu.div_const r) ?_ (Eventually.of_forall fun s => ?_)
  · have h := hu.aestronglyMeasurable.mul hm.aestronglyMeasurable
    simp only [div_eq_mul_inv]
    exact h
  · have hp : 0 < max r s := lt_max_of_lt_left hr
    rw [Real.norm_of_nonneg (div_nonneg (sq_nonneg _) hp.le)]
    exact div_le_div_of_nonneg_left (sq_nonneg _) hr (le_max_left r s)

/-- For a square-integrable orbital, the potential at `r > 0` is at most that of all electrons
placed at the nucleus. -/
theorem hartree_le {r : ℝ} (hr : 0 < r) (hu : IntegrableOn (fun s => u s ^ 2) (Ioi 0)) :
    hartree u r ≤ electronNumber u / r := by
  unfold hartree electronNumber
  rw [← integral_div]
  exact integral_mono (integrable_hartree hr hu) (hu.div_const r) fun s =>
    div_le_div_of_nonneg_left (sq_nonneg _) hr (le_max_left r s)

/-- For a square-integrable orbital, the potential at `r > 0` is at least that of the enclosed
charge placed at the nucleus. -/
theorem enclosed_le {r : ℝ} (hr : 0 < r) (hu : IntegrableOn (fun s => u s ^ 2) (Ioi 0)) :
    enclosed u r ≤ r * hartree u r := by
  have hi := (integrable_hartree hr hu).const_mul r
  have hr0 : r ≠ 0 := hr.ne'
  unfold enclosed hartree
  rw [intervalIntegral.integral_of_le hr.le, ← integral_const_mul]
  calc ∫ s in Ioc 0 r, u s ^ 2 = ∫ s in Ioc 0 r, r * (u s ^ 2 / max r s) :=
        setIntegral_congr_fun measurableSet_Ioc fun s hs => by
          simp only [max_eq_left hs.2]
          field_simp
    _ ≤ _ := setIntegral_mono_set hi
        (Eventually.of_forall fun s => mul_nonneg hr.le
          (div_nonneg (sq_nonneg _) (lt_max_of_lt_left hr).le))
        (LE.le.eventuallyLE Ioc_subset_Ioi_self)

lemma hasDerivAt_enclosed (hc : ContinuousOn u (Ici 0)) {r : ℝ} (hr : 0 < r) :
    HasDerivAt (enclosed u) (u r ^ 2) r := by
  have h2 : ContinuousOn (fun s => u s ^ 2) (Ici 0) := hc.pow 2
  have hi : IntervalIntegrable (fun s => u s ^ 2) volume 0 r := by
    apply ContinuousOn.intervalIntegrable
    rw [uIcc_of_le hr.le]
    exact h2.mono Icc_subset_Ici_self
  exact intervalIntegral.integral_hasDerivAt_right hi
    ((h2.mono Ioi_subset_Ici_self).stronglyMeasurableAtFilter isOpen_Ioi r hr)
    (h2.continuousAt (Ici_mem_nhds hr))

/-- For a solution of the radial equation, the balance has derivative `balanceRate` at `r > 0`. -/
theorem hasDerivAt_balance (h : IsTFWOrbital Z e W u u') {r : ℝ} (hr : 0 < r) :
    HasDerivAt (balance Z u u') (balanceRate e W u u' r) r := by
  have h1 := h.slope r hr
  have h3 := hasDerivAt_enclosed h.cont hr
  have hu2 : HasDerivAt (fun s => u s ^ 2) (2 * u r * u' r) r := by simpa using h1.fun_pow 2
  have hM2 : HasDerivAt (fun s => enclosed u s ^ 2) (2 * enclosed u r * u r ^ 2) r := by
    simpa using h3.fun_pow 2
  have hz : r * (Z / r) = Z := mul_div_cancel₀ Z hr.ne'
  have hG := ((((((hasDerivAt_id' r).fun_mul h1).fun_mul (h.euler r hr)).div_const 2).fun_sub
    (hu2.div_const 4)).fun_add (h3.const_mul Z)).fun_sub (hM2.div_const 2)
  refine HasDerivAt.congr_deriv hG ?_
  unfold balanceRate
  linear_combination (-(u r ^ 2)) * hz

lemma rate_ge (h : IsTFWOrbital Z e W u u') (hW : ∀ r, 0 < r → 0 ≤ W r) (he : 0 ≤ e)
    {r : ℝ} (hr : 0 < r) : r * u' r ^ 2 / 2 ≤ balanceRate e W u u' r := by
  have h1 := mul_nonneg (mul_nonneg hr.le (add_nonneg (hW r hr) he)) (sq_nonneg (u r))
  have h2 := mul_nonneg (sub_nonneg.2 (enclosed_le hr h.integrable)) (sq_nonneg (u r))
  unfold balanceRate
  linarith

/-- If `W` and `e` are nonnegative, the balance of a solution never decreases with the radius. -/
theorem balance_mono (h : IsTFWOrbital Z e W u u') (hW : ∀ r, 0 < r → 0 ≤ W r) (he : 0 ≤ e)
    {a b : ℝ} (ha : 0 ≤ a) (hab : a ≤ b) : balance Z u u' a ≤ balance Z u u' b := by
  rcases hab.eq_or_lt with rfl | hlt
  · exact le_rfl
  have hs : Icc a b ⊆ Ici 0 := fun x hx => ha.trans hx.1
  have hM : ContinuousOn (enclosed u) (Icc a b) := by
    have hi : IntegrableOn (fun s => u s ^ 2) (uIcc 0 b) := by
      rw [uIcc_of_le (ha.trans hab)]
      exact ((h.cont.pow 2).mono Icc_subset_Ici_self).integrableOn_Icc
    have hp := intervalIntegral.continuousOn_primitive_interval hi
    rw [uIcc_of_le (ha.trans hab)] at hp
    exact ContinuousOn.mono hp (Icc_subset_Icc_left ha)
  have hu := h.cont.mono hs
  have hG : ContinuousOn (balance Z u u') (Icc a b) :=
    ((((continuousOn_id.mul hu).mul (h.contSlope.mono hs)).div_const 2).sub
      ((hu.pow 2).div_const 4)).add (continuousOn_const.mul hM) |>.sub ((hM.pow 2).div_const 2)
  obtain ⟨c, hc, hcs⟩ := exists_hasDerivAt_eq_slope (balance Z u u') (balanceRate e W u u')
    hlt hG fun x hx => hasDerivAt_balance h (ha.trans_lt hx.1)
  have hc0 : 0 < c := ha.trans_lt hc.1
  have hn : 0 ≤ balanceRate e W u u' c := le_trans (by positivity) (rate_ge h hW he hc0)
  rw [eq_div_iff (sub_pos.2 hlt).ne'] at hcs
  linarith [mul_nonneg hn (sub_pos.2 hlt).le]

/-- If `W` and `e` are nonnegative and the orbital is not identically zero, its balance is
strictly positive at some radius. -/
theorem balance_pos (h : IsTFWOrbital Z e W u u') (hW : ∀ r, 0 < r → 0 ≤ W r) (he : 0 ≤ e)
    (hne : ∃ r, 0 < r ∧ u r ≠ 0) : ∃ R, 0 < R ∧ 0 < balance Z u u' R := by
  obtain ⟨r, hr, hur⟩ := hne
  -- the orbital leaves zero, so its slope is nonzero somewhere
  obtain ⟨c, hc, hcs⟩ := exists_hasDerivAt_eq_slope u u' hr (h.cont.mono Icc_subset_Ici_self)
    fun x hx => h.slope x hx.1
  have hc0 : 0 < c := hc.1
  have hs : u' c ≠ 0 := by
    rw [hcs, h.origin, sub_zero, sub_zero]
    exact div_ne_zero hur hr.ne'
  refine ⟨c + 1, by linarith, ?_⟩
  by_contra hcon
  have h0 : balance Z u u' 0 = 0 := by simp [balance, enclosed, h.origin]
  have hz : balance Z u u' =ᶠ[𝓝 c] fun _ => (0 : ℝ) := by
    filter_upwards [Ioo_mem_nhds hc0 (lt_add_one c)] with s hs
    have h1 := balance_mono h hW he le_rfl hs.1.le
    have h2 := balance_mono h hW he hs.1.le hs.2.le
    linarith
  have hd := (hasDerivAt_balance h hc0).unique
    ((hasDerivAt_const c (0 : ℝ)).congr_of_eventuallyEq hz)
  have hp : 0 < c * u' c ^ 2 / 2 := by positivity
  linarith [rate_ge h hW he hc0]

/-- If `W` and `e` are nonnegative, a nonzero square-integrable solution of the radial equation with
nuclear charge `Z` has fewer than `2 Z` electrons. -/
theorem electronNumber_lt_two_mul (h : IsTFWOrbital Z e W u u')
    (hW : ∀ r, 0 < r → 0 ≤ W r) (he : 0 ≤ e) (hne : ∃ r, 0 < r ∧ u r ≠ 0) :
    electronNumber u < 2 * Z := by
  by_contra hcon
  have hN : 0 ≤ electronNumber u := integral_nonneg fun s => sq_nonneg (u s)
  obtain ⟨R₀, hR₀, hg⟩ := balance_pos h hW he hne
  have hM : Tendsto (enclosed u) atTop (𝓝 (electronNumber u)) :=
    intervalIntegral_tendsto_integral_Ioi 0 h.integrable tendsto_id
  have hlim := (hM.const_mul Z).sub ((hM.pow 2).div_const 2)
  have hlt : Z * electronNumber u - electronNumber u ^ 2 / 2 < balance Z u u' R₀ := by
    nlinarith [mul_nonneg hN (sub_nonneg.2 (not_lt.1 hcon))]
  obtain ⟨R₁, hR₁⟩ := eventually_atTop.1 (hlim.eventually_lt_const hlt)
  obtain ⟨R, hRa, hRb⟩ : ∃ R, R₀ ≤ R ∧ R₁ ≤ R := ⟨max R₀ R₁, le_max_left _ _, le_max_right _ _⟩
  have hR : 0 < R := hR₀.trans_le hRa
  -- too many electrons would make `u ^ 2` grow at all large radii
  have hgrow : ∀ s, R ≤ s → 0 < u s * u' s := by
    intro s hs
    have h1 := balance_mono h hW he hR₀.le (hRa.trans hs)
    have h2 := hR₁ s (hRb.trans hs)
    have h3 : 0 < s * (u s * u' s) := by
      unfold balance at h1 h2
      nlinarith [sq_nonneg (u s)]
    exact (mul_pos_iff_of_pos_left (hR.trans_le hs)).1 h3
  have hsq : ∀ s, R < s → u R ^ 2 ≤ u s ^ 2 := by
    intro s hs
    obtain ⟨c, hc, hcs⟩ := exists_hasDerivAt_eq_slope (fun x => u x ^ 2)
      (fun x => 2 * u x * u' x) hs
      ((h.cont.pow 2).mono fun x hx => hR.le.trans hx.1)
      fun x hx => by simpa using (h.slope x (hR.trans hx.1)).fun_pow 2
    rw [eq_div_iff (sub_pos.2 hs).ne'] at hcs
    nlinarith [mul_pos (hgrow c hc.1.le) (sub_pos.2 hs)]
  have ha : 0 < u R ^ 2 := by
    have hu0 : u R ≠ 0 := left_ne_zero_of_mul (hgrow R le_rfl).ne'
    positivity
  -- the enclosed charge then exceeds the total charge
  have hb : R < R + (electronNumber u + 1) / u R ^ 2 := lt_add_of_pos_right R (by positivity)
  obtain ⟨c, hc, hcs⟩ := exists_hasDerivAt_eq_slope (enclosed u) (fun x => u x ^ 2) hb
    (fun x hx => (hasDerivAt_enclosed h.cont (hR.trans_le hx.1)).continuousAt.continuousWithinAt)
    fun x hx => hasDerivAt_enclosed h.cont (hR.trans hx.1)
  rw [eq_div_iff (sub_pos.2 hb).ne', add_sub_cancel_left] at hcs
  have h1 : electronNumber u + 1 ≤ u c ^ 2 * ((electronNumber u + 1) / u R ^ 2) := by
    calc electronNumber u + 1 = u R ^ 2 * ((electronNumber u + 1) / u R ^ 2) :=
          (mul_div_cancel₀ _ ha.ne').symm
      _ ≤ _ := mul_le_mul_of_nonneg_right (hsq c hc.1) (by positivity)
  have h2 : 0 ≤ enclosed u R :=
    intervalIntegral.integral_nonneg hR.le fun s _ => sq_nonneg (u s)
  have h3 : enclosed u (R + (electronNumber u + 1) / u R ^ 2) ≤ electronNumber u := by
    unfold enclosed
    rw [intervalIntegral.integral_of_le (hR.trans hb).le]
    exact setIntegral_mono_set h.integrable (Eventually.of_forall fun s => sq_nonneg (u s))
      (LE.le.eventuallyLE Ioc_subset_Ioi_self)
  linarith

/-- With the Thomas-Fermi potential `c ρ ^ (2/3)`, `ρ = u ^ 2 / (4 π r ^ 2)`, `c ≥ 0` and `e ≥ 0`, a
nonzero square-integrable solution of the radial equation has fewer than `2 Z` electrons. -/
theorem thomasFermiWeizsaecker_anion_bound {c : ℝ} (hc : 0 ≤ c) (he : 0 ≤ e)
    (h : IsTFWOrbital Z e (fun r => c * (u r ^ 2 / (4 * Real.pi * r ^ 2)) ^ (2 / 3 : ℝ)) u u')
    (hne : ∃ r, 0 < r ∧ u r ≠ 0) : electronNumber u < 2 * Z :=
  electronNumber_lt_two_mul h
    (fun r _ => mul_nonneg hc (Real.rpow_nonneg (by positivity) _)) he hne

/-- The radial orbital `r exp (-r)`. -/
def hydrogenic (r : ℝ) : ℝ := r * Real.exp (-r)

/-- The orbital `r exp (-r)` solves the radial equation with `Z = 1 + N`, `e = 1/2` and
`W = N / r - U`, and this `W` is nonnegative for `r > 0`. -/
theorem hydrogenic_witness :
    IsTFWOrbital (1 + electronNumber hydrogenic) (1 / 2)
      (fun r => electronNumber hydrogenic / r - hartree hydrogenic r)
      hydrogenic (fun r => (1 - r) * Real.exp (-r)) ∧
    ∀ r, 0 < r → 0 ≤ electronNumber hydrogenic / r - hartree hydrogenic r := by
  have hcont : Continuous hydrogenic := by unfold hydrogenic; fun_prop
  have hE : ∀ r : ℝ, HasDerivAt (fun s : ℝ => Real.exp (-s)) (-Real.exp (-r)) r := fun r => by
    simpa using (hasDerivAt_id' r).fun_neg.exp
  have hint : IntegrableOn (fun s => hydrogenic s ^ 2) (Ioi 0) := by
    refine integrable_of_isBigO_exp_neg (b := 1) one_pos (hcont.pow 2).continuousOn ?_
    refine Asymptotics.IsBigO.of_bound 2 ?_
    filter_upwards [eventually_ge_atTop (0 : ℝ)] with s hs
    have hq : s ^ 2 ≤ 2 * Real.exp s := by linarith [Real.quadratic_le_exp_of_nonneg hs]
    have hx : Real.exp s * Real.exp (-s) = 1 := by rw [← Real.exp_add]; simp
    rw [Real.norm_of_nonneg (sq_nonneg _), Real.norm_of_nonneg (Real.exp_pos _).le]
    simp only [neg_mul, one_mul]
    calc hydrogenic s ^ 2 = s ^ 2 * Real.exp (-s) ^ 2 := by unfold hydrogenic; ring
      _ ≤ 2 * Real.exp s * Real.exp (-s) ^ 2 := mul_le_mul_of_nonneg_right hq (sq_nonneg _)
      _ = 2 * Real.exp (-s) := by linear_combination 2 * Real.exp (-s) * hx
  refine ⟨⟨hcont.continuousOn, by fun_prop, by simp [hydrogenic], fun r _ => ?_, hint,
    fun r hr => ?_⟩, fun r hr => sub_nonneg.2 (hartree_le hr hint)⟩
  · have h1 : HasDerivAt hydrogenic ((1 - r) * Real.exp (-r)) r :=
      ((hasDerivAt_id' r).fun_mul (hE r)).congr_deriv (by ring)
    exact h1
  · have h2 : HasDerivAt (fun s : ℝ => (1 - s) * Real.exp (-s)) ((r - 2) * Real.exp (-r)) r :=
      (((hasDerivAt_id' r).const_sub 1).fun_mul (hE r)).congr_deriv (by ring)
    have hi : r * r⁻¹ = 1 := mul_inv_cancel₀ hr.ne'
    refine h2.congr_deriv ?_
    show _ = 2 * (electronNumber hydrogenic / r - hartree hydrogenic r
      - (1 + electronNumber hydrogenic) / r + hartree hydrogenic r + 1 / 2) * (r * Real.exp (-r))
    linear_combination 2 * Real.exp (-r) * hi

end

end ThomasFermiWeizsaecker
```

```lean
#print axioms ThomasFermiWeizsaecker.thomasFermiWeizsaecker_anion_bound
-- 'ThomasFermiWeizsaecker.thomasFermiWeizsaecker_anion_bound' depends on axioms: [propext, Classical.choice, Quot.sound]
```

## How the code states and proves the bound

`IsTFWOrbital Z e W u u'` collects the model: `u` and its slope `u'` are continuous from the nucleus outwards, `u` vanishes there, `u ^ 2` is integrable, and the radial equation holds for `r > 0`. `electronNumber`, `enclosed` and `hartree` are N, M and U. All quantities are real, so Z need not be an integer. No decay at infinity is assumed beyond square integrability.

`electronNumber_lt_two_mul` is the general bound, and `thomasFermiWeizsaecker_anion_bound` inserts the Thomas–Fermi potential with any `c ≥ 0`.

`integrable_hartree` makes U a genuine integral, and `enclosed_le` drops the outer shells. `hasDerivAt_enclosed` gives M' = u²; `hasDerivAt_balance` applies the product rule, and `linear_combination` cancels the Z terms. `rate_ge` bounds G' below by r u'²/2. `balance_mono` turns this into monotonicity through the mean value theorem, `exists_hasDerivAt_eq_slope`, and `balance_pos` finds the positive value. The main theorem then runs the contradiction: `hgrow` is u u' > 0, and `hsq` is the resulting lower bound on u².

`hydrogenic_witness` proves that r exp(−r), which is plainly nonzero, solves the model with e = 1/2 and W ≥ 0, using `hartree_le` for the sign of W. Its W is tailored to the orbital and is not the Thomas–Fermi power law.

## Attractive local terms and other limits

With no sign condition on W, the bound fails. Keep u = r exp(−r) and e = 1/2, but take Z = 1/8 and W = −7/(8r) − U. The equation still holds, and N = 1/4 = 2Z. A code that adds Dirac exchange should take note: that term is attractive and makes W negative at low density, so the theorem does not apply.

The equation carries the full Weizsäcker gradient coefficient; any other coefficient must first be scaled away. The theorems concern exact solutions on the infinite half-line, not grid solutions, and they establish neither the existence of anions nor the sharpness of 2Z. Molecules, nonspherical densities and the many-electron Schrödinger equation lie beyond this model.
